# Expansion of an undamped, finite-sum dynamic polarisability in even powers of the field frequency below the first resonance

The lemma concerns a model polarisability in atomic units, the finite sum α(ω) = ∑ᵢ fᵢ/(wᵢ² − ω²) over transitions with positive frequencies wᵢ and arbitrary real weights fᵢ, without damping. It states that when |ω| is below the lowest of the wᵢ, the series ∑ₙ S₂ₙ₊₂ ω²ⁿ converges to α(ω), where Sₖ = ∑ᵢ fᵢ/wᵢᵏ. The attempt expands each transition's term as a geometric series in ω²/wᵢ², then adds these series over the finite set of transitions.

This version doesn't compile in Lean 4 with Mathlib:

```lean
import Mathlib

open Filter Topology

namespace EffectiveFrequencies

noncomputable section

variable {ι : Type*} [Fintype ι]

/-- The oscillator sum `S_k = ∑ f_i / w_i ^ k`. -/
def moment (f w : ι → ℝ) (k : ℕ) : ℝ := ∑ i, f i / w i ^ k

/-- The dynamic polarisability as a sum over transitions, in atomic units. -/
def polarisability (f w : ι → ℝ) (ω : ℝ) : ℝ := ∑ i, f i / (w i ^ 2 - ω ^ 2)

/-- The lowest excitation frequency. -/
def lowest [Nonempty ι] (w : ι → ℝ) : ℝ := Finset.univ.inf' Finset.univ_nonempty w

/-- The lowest excitation frequency belongs to one of the transitions, and no transition
lies below it. -/
theorem exists_lowest [Nonempty ι] (w : ι → ℝ) :
    ∃ g, lowest w = w g ∧ ∀ i, w g ≤ w i := by
  obtain ⟨g, _, hg⟩ := Finset.exists_mem_eq_inf' (Finset.univ_nonempty (α := ι)) w
  refine ⟨g, hg, fun i => ?_⟩
  rw [← hg]
  exact Finset.inf'_le w (Finset.mem_univ i)

variable {f w : ι → ℝ}

/-- Below the first resonance the polarisability is a power series in the squared field frequency
whose coefficients are the even oscillator sums `S_2, S_4, ...`. -/
theorem polarisability_hasSum [Nonempty ι] (hw : ∀ i, 0 < w i) {ω : ℝ}
    (hω : |ω| < lowest w) :
    HasSum (fun n : ℕ => moment f w (2 * n + 2) * ω ^ (2 * n)) (polarisability f w ω) := by
  obtain ⟨g, hg, hmin⟩ := exists_lowest w
  -- each transition contributes a geometric series
  have hi : ∀ i, HasSum (fun n : ℕ => f i / w i ^ (2 * n + 2) * ω ^ (2 * n))
      (f i / (w i ^ 2 - ω ^ 2)) := by
    intro i
    have hwi : w i ≠ 0 := (hw i).ne'
    have hw2 : w i ^ 2 ≠ 0 := pow_ne_zero 2 hwi
    have hlt : ω ^ 2 < w i ^ 2 := by
      apply sq_lt_sq.2
      rw [abs_of_pos (hw i)]
      linarith [hmin i]
    have h := (hasSum_geometric_of_lt_one (r := ω ^ 2 / w i ^ 2) (by positivity)
      ((div_lt_one (pow_pos (hw i) 2)).2 hlt)).mul_left (f i / w i ^ 2)
    convert h using 1
    · ext n
      rw [div_pow, ← pow_mul, ← pow_mul, pow_add]
      first | (field_simp; done) | (field_simp; ring) | ring
    · have h1 : 1 - ω ^ 2 / w i ^ 2 = (w i ^ 2 - ω ^ 2) / w i ^ 2 := by
        rw [sub_div, div_self hw2]
      rw [h1, inv_div, div_mul_div_comm, mul_comm (w i ^ 2), mul_div_mul_right _ _ hw2]
  have h := hasSum_sum (s := Finset.univ) (fun i _ => hi i)
  simpa only [moment, polarisability, Finset.sum_mul] using h

end

end EffectiveFrequencies
```

Lean reports:

```
Main.lean:51:10: error: Tactic `rewrite` failed: Did not find an occurrence of the pattern
  (?a / ?b) ^ ?n
in the target expression
  n + x✝ = n + x✝

case e'_3
ι : Type u_1
inst✝¹ : Fintype ι
f w : ι → ℝ
inst✝ : Nonempty ι
hw : ∀ (i : ι), 0 < w i
ω : ℝ
hω : |ω| < lowest w
g : ι
hg : lowest w = w g
hmin : ∀ (i : ι), w g ≤ w i
i : ι
hwi : w i ≠ 0
hw2 : w i ^ 2 ≠ 0
hlt : ω ^ 2 < w i ^ 2
h : HasSum (fun i_1 => f i / w i ^ 2 * (ω ^ 2 / w i ^ 2) ^ i_1) (f i / w i ^ 2 * (1 - ω ^ 2 / w i ^ 2)⁻¹)
n x✝ : ℝ
⊢ n + x✝ = n + x✝
Main.lean:55:10: error: Tactic `rewrite` failed: Did not find an occurrence of the pattern
  1 - ω ^ 2 / w i ^ 2
in the target expression
  (fun n => f i / w i ^ (2 * n + 2) * ω ^ (2 * n)) = fun i_1 => f i / w i ^ 2 * (ω ^ 2 / w i ^ 2) ^ i_1

case e'_5
ι : Type u_1
inst✝¹ : Fintype ι
f w : ι → ℝ
inst✝ : Nonempty ι
hw : ∀ (i : ι), 0 < w i
ω : ℝ
hω : |ω| < lowest w
g : ι
hg : lowest w = w g
hmin : ∀ (i : ι), w g ≤ w i
i : ι
hwi : w i ≠ 0
hw2 : w i ^ 2 ≠ 0
hlt : ω ^ 2 < w i ^ 2
h : HasSum (fun i_1 => f i / w i ^ 2 * (ω ^ 2 / w i ^ 2) ^ i_1) (f i / w i ^ 2 * (1 - ω ^ 2 / w i ^ 2)⁻¹)
h1 : 1 - ω ^ 2 / w i ^ 2 = (w i ^ 2 - ω ^ 2) / w i ^ 2
⊢ (fun n => f i / w i ^ (2 * n + 2) * ω ^ (2 * n)) = fun i_1 => f i / w i ^ 2 * (ω ^ 2 / w i ^ 2) ^ i_1
Main.lean:39:35: error: unsolved goals
case e'_6
ι : Type u_1
inst✝¹ : Fintype ι
f w : ι → ℝ
inst✝ : Nonempty ι
hw : ∀ (i : ι), 0 < w i
ω : ℝ
hω : |ω| < lowest w
g : ι
hg : lowest w = w g
hmin : ∀ (i : ι), w g ≤ w i
i : ι
hwi : w i ≠ 0
hw2 : w i ^ 2 ≠ 0
hlt : ω ^ 2 < w i ^ 2
h : HasSum (fun i_1 => f i / w i ^ 2 * (ω ^ 2 / w i ^ 2) ^ i_1) (f i / w i ^ 2 * (1 - ω ^ 2 / w i ^ 2)⁻¹)
⊢ f i / (w i ^ 2 - ω ^ 2) = f i / w i ^ 2 * (1 - ω ^ 2 / w i ^ 2)⁻¹
```

The two bullets after `convert h using 1` expect an equality of series terms and an equality of sums. But `convert` also left a goal ahead of these, equating the additive structures on ℝ used by the two `HasSum` statements. On that goal `ext n` made `n` a real number and left `n + x✝ = n + x✝`, where `rw [div_pow]` finds no power of a quotient. The second bullet then received the equality of terms, which does not contain the `1 - ω ^ 2 / w i ^ 2` it tries to rewrite, and the equality of sums was left with no bullet, hence "unsolved goals".

The repair states the two intended equalities explicitly, as `hfun` and `hval`, so each argument meets its own goal. After rewriting with them, `exact h` closes the goal, since Lean accepts the two additive structures as equal by definition. Replacing the `first` combination by a plain `field_simp` is mere tidying: the failed run never reached that line.

Lean accepts the file once it reads:

```diff
@@ -47,11 +47,15 @@
     have h := (hasSum_geometric_of_lt_one (r := ω ^ 2 / w i ^ 2) (by positivity)
       ((div_lt_one (pow_pos (hw i) 2)).2 hlt)).mul_left (f i / w i ^ 2)
-    convert h using 1
-    · ext n
+    have hfun : (fun n : ℕ => f i / w i ^ (2 * n + 2) * ω ^ (2 * n)) =
+        fun n : ℕ => f i / w i ^ 2 * (ω ^ 2 / w i ^ 2) ^ n := by
+      funext n
       rw [div_pow, ← pow_mul, ← pow_mul, pow_add]
-      first | (field_simp; done) | (field_simp; ring) | ring
-    · have h1 : 1 - ω ^ 2 / w i ^ 2 = (w i ^ 2 - ω ^ 2) / w i ^ 2 := by
+      field_simp
+    have hval : f i / (w i ^ 2 - ω ^ 2) = f i / w i ^ 2 * (1 - ω ^ 2 / w i ^ 2)⁻¹ := by
+      have h1 : 1 - ω ^ 2 / w i ^ 2 = (w i ^ 2 - ω ^ 2) / w i ^ 2 := by
         rw [sub_div, div_self hw2]
       rw [h1, inv_div, div_mul_div_comm, mul_comm (w i ^ 2), mul_div_mul_right _ _ hw2]
+    rw [hfun, hval]
+    exact h
   have h := hasSum_sum (s := Finset.univ) (fun i _ => hi i)
   simpa only [moment, polarisability, Finset.sum_mul] using h
```
